# In the Bargmann inner product, the monomials zⁿ are orthogonal with squared norm n!

A molecular vibration or a cavity mode, treated as a single harmonic oscillator, can hold any number of quanta. Those of its pure states in which the number of quanta has an upper bound can be written as polynomials in a complex variable $z$: creating a quantum multiplies by $z$, and removing one differentiates. Probabilities also need an inner product, one in which these two operations are adjoint. The Gaussian-weighted integral

$$\langle p,q\rangle=\frac1\pi\int_0^{2\pi}\!dt\int_0^\infty\! \overline{p(z)}\,q(z)\,e^{-r^2}\,r\,dr,\qquad z=re^{\mathrm I t},$$

known as the Bargmann inner product, provides it. Here $\mathrm I$ is the imaginary unit, leaving $i$ free as an index; the comments in the Lean file write the unit as `i`. For natural numbers $m,n$,

$$\langle z^m,z^n\rangle=n!\,\delta_{mn}.$$

## Overlaps from stored coefficients

For polynomials $p$ and $q$, a program can replace the integral by a sum over the coefficients $p_n,q_n$ of $z^n$:

$$\langle p,q\rangle=\sum_{n<N} n!\,\overline{p_n}\,q_n ,$$

where $N$ exceeds both degrees. For $p=1+z^2$ the squared norm is $0!+2!=3$, so the probability of finding two quanta is $2/3$, although both coefficients are 1.

Codes that store number-basis amplitudes $c_n=\sqrt{n!}\,p_n$ have absorbed the factorial. The overlap is then a dot product with the first vector conjugated, and creation sends $c_n$ to $\sqrt{n+1}\,c_n$ at position $n+1$.

## Phase, radius and coefficients

The integrand for $z^m$ and $z^n$ is $e^{\mathrm I(n-m)t}\,r^{m+n+1}e^{-r^2}$, a phase times a radial factor. If $m=n$, the phase is 1 and integrates to $2\pi$. Otherwise

$$\int_0^{2\pi}e^{\mathrm I(n-m)t}dt=\frac{e^{2\pi \mathrm I(n-m)}-1}{\mathrm I(n-m)}=0.$$

For $m=n$, substitute $s=r^2$, $ds=2r\,dr$:

$$\int_0^\infty r^{2n+1}e^{-r^2}dr=\frac12\int_0^\infty s^ne^{-s}ds=\frac{\Gamma(n+1)}2=\frac{n!}2.$$

The product is $\frac1\pi\cdot2\pi\cdot\frac{n!}2=n!$.

For general polynomials, expand $\overline{p}\,q$ into terms $\overline{p_i}\,q_j\,\overline{z^i}z^j$. The sums are finite and every radial moment converges, so the integral can be taken term by term. Only $i=j$ survives, which gives the coefficient formula.

Multiplication by $z$ shifts coefficients: $(zp)_0=0$ and $(zp)_{n+1}=p_n$. Hence

$$\langle zp,q\rangle=\sum_n(n+1)!\,\overline{p_n}q_{n+1}
=\sum_n n!\,\overline{p_n}\,(n+1)q_{n+1}=\langle p,q'\rangle.$$

Finally, $z^m/\sqrt{m!}$ and $z^n/\sqrt{n!}$ have overlap $n!\,\delta_{mn}/\sqrt{m!\,n!}=\delta_{mn}$.

## The Lean file

```lean
import Mathlib

open MeasureTheory Polynomial
open scoped Real ComplexConjugate

namespace BargmannNorms

noncomputable section

/-- The Bargmann inner product of two polynomials: the integral of `conj p(z) q(z)` over the complex
plane with weight `exp (-|z|²) / π`, written in polar coordinates `z = r exp (i t)`. -/
def bargmannInner (p q : ℂ[X]) : ℂ :=
  (1 / (π : ℂ)) * ∫ t in (0 : ℝ)..2 * π, ∫ r in Set.Ioi (0 : ℝ),
    conj (p.eval ((r : ℂ) * Complex.exp (t * Complex.I))) *
      q.eval ((r : ℂ) * Complex.exp (t * Complex.I)) * ((r * Real.exp (-r ^ 2) : ℝ) : ℂ)

/-- The number state with `n` quanta, represented by the polynomial `z ^ n / √(n!)`. -/
def numberState (n : ℕ) : ℂ[X] :=
  C (((√(n.factorial : ℝ) : ℝ) : ℂ)⁻¹) * X ^ n

/-- The phase `exp (i (n - m) t)` integrates over a full turn to `2π` if `m = n` and to zero
otherwise. -/
theorem angular_integral (m n : ℕ) :
    ∫ t in (0 : ℝ)..2 * π, Complex.exp (((n : ℂ) - m) * Complex.I * t) =
      if m = n then 2 * (π : ℂ) else 0 := by
  split_ifs with h
  · subst h
    simp
  · have hc : ((n : ℂ) - m) * Complex.I ≠ 0 := by
      refine mul_ne_zero (sub_ne_zero.mpr ?_) Complex.I_ne_zero
      exact_mod_cast Ne.symm h
    -- the phase returns to its initial value after a full turn
    have h1 : Complex.exp (((n : ℂ) - m) * Complex.I * ((2 * π : ℝ) : ℂ)) = 1 := by
      refine Eq.trans ?_ (Complex.exp_int_mul_two_pi_mul_I ((n : ℤ) - m))
      congr 1
      push_cast
      ring
    rw [integral_exp_mul_complex hc, h1]
    simp

/-- The odd radial moments of the Gaussian: `r ^ (2n+1) exp (-r²)` integrates over `r > 0` to
`n! / 2`. -/
theorem radial_integral (n : ℕ) :
    ∫ r in Set.Ioi (0 : ℝ), r ^ (2 * n + 1) * Real.exp (-r ^ 2) = (n.factorial : ℝ) / 2 := by
  have hn : (0 : ℝ) ≤ n := Nat.cast_nonneg n
  have h := integral_rpow_mul_exp_neg_rpow (p := 2) (q := 2 * (n : ℝ) + 1)
    (by norm_num) (by linarith)
  rw [show (2 * (n : ℝ) + 1 + 1) / 2 = n + 1 by ring, Real.Gamma_nat_eq_factorial] at h
  calc _ = ∫ r in Set.Ioi (0 : ℝ), r ^ (2 * (n : ℝ) + 1) * Real.exp (-r ^ (2 : ℝ)) := by
        refine setIntegral_congr_fun measurableSet_Ioi fun x _ => ?_
        have h1 : x ^ (2 * (n : ℝ) + 1) = x ^ (2 * n + 1) := by
          rw [← Real.rpow_natCast]
          push_cast
          rfl
        simp only [h1, Real.rpow_two]
    _ = _ := by rw [h]; ring

/-- Every radial moment of the Gaussian weight converges. -/
theorem radial_integrable (k : ℕ) :
    IntegrableOn (fun r : ℝ => r ^ k * Real.exp (-r ^ 2)) (Set.Ioi 0) := by
  have hk : (0 : ℝ) ≤ k := Nat.cast_nonneg k
  have h := integrableOn_rpow_mul_exp_neg_mul_sq (b := 1) one_pos (s := (k : ℝ)) (by linarith)
  simpa [Real.rpow_natCast] using h

/-- The integral of `exp (i (n - m) t)` over a full turn, times the integral of
`r ^ (m + n + 1) exp (-r²)` over `r > 0`, divided by `π`, is `n!` if `m = n` and zero otherwise. -/
theorem bargmann_monomials (m n : ℕ) :
    (1 / (π : ℂ)) * (∫ t in (0 : ℝ)..2 * π, Complex.exp (((n : ℂ) - m) * Complex.I * t)) *
      ((∫ r in Set.Ioi (0 : ℝ), r ^ (m + n + 1) * Real.exp (-r ^ 2) : ℝ) : ℂ) =
      if m = n then (n.factorial : ℂ) else 0 := by
  have hpi : (π : ℂ) ≠ 0 := by exact_mod_cast Real.pi_ne_zero
  rw [angular_integral]
  split_ifs with h
  · subst h
    rw [show m + m + 1 = 2 * m + 1 by ring, radial_integral]
    push_cast
    field_simp
  · simp

/-- For two monomials the integrand of the Bargmann inner product separates into a phase and a
radial factor. -/
theorem monomial_integrand (a b : ℂ) (i j : ℕ) (t r : ℝ) :
    conj (a * ((r : ℂ) * Complex.exp (t * Complex.I)) ^ i) *
      (b * ((r : ℂ) * Complex.exp (t * Complex.I)) ^ j) * ((r * Real.exp (-r ^ 2) : ℝ) : ℂ) =
    conj a * b * Complex.exp (((j : ℂ) - i) * Complex.I * t) *
      ((r ^ (i + j + 1) * Real.exp (-r ^ 2) : ℝ) : ℂ) := by
  have hc : conj (Complex.exp (t * Complex.I)) = Complex.exp (-(t * Complex.I)) := by
    rw [← Complex.exp_conj]
    simp
  have he : Complex.exp (((j : ℂ) - i) * Complex.I * t) =
      Complex.exp (-(t * Complex.I)) ^ i * Complex.exp (t * Complex.I) ^ j := by
    rw [← Complex.exp_nat_mul, ← Complex.exp_nat_mul, ← Complex.exp_add]
    congr 1
    ring
  simp only [map_mul, map_pow, Complex.conj_ofReal, hc, he]
  push_cast
  ring

/-- The Bargmann inner product in terms of coefficients: it is the sum of `n! conj(p_n) q_n` over
`n < N`, for any `N` above the degrees of both polynomials. -/
theorem bargmannInner_eq_sum (p q : ℂ[X]) {N : ℕ} (hp : p.natDegree < N) (hq : q.natDegree < N) :
    bargmannInner p q =
      ∑ n ∈ Finset.range N, (n.factorial : ℂ) * conj (p.coeff n) * q.coeff n := by
  -- the radial integral, taken term by term
  have hrad : ∀ t : ℝ, (∫ r in Set.Ioi (0 : ℝ),
      conj (p.eval ((r : ℂ) * Complex.exp (t * Complex.I))) *
        q.eval ((r : ℂ) * Complex.exp (t * Complex.I)) * ((r * Real.exp (-r ^ 2) : ℝ) : ℂ)) =
      ∑ i ∈ Finset.range N, ∑ j ∈ Finset.range N,
        conj (p.coeff i) * q.coeff j * Complex.exp (((j : ℂ) - i) * Complex.I * t) *
          ((∫ r in Set.Ioi (0 : ℝ), r ^ (i + j + 1) * Real.exp (-r ^ 2) : ℝ) : ℂ) := by
    intro t
    have hint : ∀ i j : ℕ, Integrable (fun r : ℝ =>
        conj (p.coeff i) * q.coeff j * Complex.exp (((j : ℂ) - i) * Complex.I * t) *
          ((r ^ (i + j + 1) * Real.exp (-r ^ 2) : ℝ) : ℂ)) (volume.restrict (Set.Ioi 0)) :=
      fun i j => (Integrable.ofReal (𝕜 := ℂ) (radial_integrable (i + j + 1))).const_mul _
    have e : ∀ r : ℝ, conj (p.eval ((r : ℂ) * Complex.exp (t * Complex.I))) *
        q.eval ((r : ℂ) * Complex.exp (t * Complex.I)) * ((r * Real.exp (-r ^ 2) : ℝ) : ℂ) =
        ∑ i ∈ Finset.range N, ∑ j ∈ Finset.range N,
          conj (p.coeff i) * q.coeff j * Complex.exp (((j : ℂ) - i) * Complex.I * t) *
            ((r ^ (i + j + 1) * Real.exp (-r ^ 2) : ℝ) : ℂ) := by
      intro r
      rw [eval_eq_sum_range' hp, eval_eq_sum_range' hq, map_sum, Finset.sum_mul_sum,
        Finset.sum_mul]
      refine Finset.sum_congr rfl fun i _ => ?_
      rw [Finset.sum_mul]
      exact Finset.sum_congr rfl fun j _ => monomial_integrand _ _ i j t r
    rw [integral_congr_ae (Filter.Eventually.of_forall e),
      MeasureTheory.integral_finsetSum _ (fun i _ => MeasureTheory.integrable_finsetSum _ fun j _ => hint i j)]
    refine Finset.sum_congr rfl fun i _ => ?_
    rw [MeasureTheory.integral_finsetSum _ (fun j _ => hint i j)]
    refine Finset.sum_congr rfl fun j _ => ?_
    rw [integral_const_mul]
    congr 1
    exact integral_ofReal
  unfold bargmannInner
  simp only [hrad]
  -- the angular integral keeps only equal powers
  rw [intervalIntegral.integral_finsetSum
    (fun i _ => Continuous.intervalIntegrable (by fun_prop) _ _), Finset.mul_sum]
  refine Finset.sum_congr rfl fun i hi => ?_
  rw [intervalIntegral.integral_finsetSum
    (fun j _ => Continuous.intervalIntegrable (by fun_prop) _ _), Finset.mul_sum]
  have term : ∀ j : ℕ, (1 / (π : ℂ)) * (∫ t in (0 : ℝ)..2 * π,
      conj (p.coeff i) * q.coeff j * Complex.exp (((j : ℂ) - i) * Complex.I * t) *
        ((∫ r in Set.Ioi (0 : ℝ), r ^ (i + j + 1) * Real.exp (-r ^ 2) : ℝ) : ℂ)) =
      conj (p.coeff i) * q.coeff j * if i = j then (j.factorial : ℂ) else 0 := by
    intro j
    rw [intervalIntegral.integral_mul_const, intervalIntegral.integral_const_mul,
      ← bargmann_monomials i j]
    ring
  rw [Finset.sum_congr rfl (fun j _ => term j)]
  simp only [mul_ite, mul_zero, Finset.sum_ite_eq, hi, if_true]
  ring

/-- Multiplication by `z` (creation) and differentiation `d/dz` (annihilation) are adjoint to each
other on polynomials in the Bargmann inner product. -/
theorem creation_adjoint_annihilation (p q : ℂ[X]) :
    bargmannInner (X * p) q = bargmannInner p (derivative q) := by
  have h1 : (X * p).natDegree ≤ 1 + p.natDegree := by
    have h := natDegree_mul_le (p := (X : ℂ[X])) (q := p)
    rwa [natDegree_X] at h
  have h2 := natDegree_derivative_le q
  rw [bargmannInner_eq_sum (X * p) q (N := p.natDegree + q.natDegree + 1 + 1)
      (by omega) (by omega),
    bargmannInner_eq_sum p (derivative q) (N := p.natDegree + q.natDegree + 1)
      (by omega) (by omega), Finset.sum_range_succ']
  -- creation shifts the coefficients, and (n+1)! = (n+1) n! supplies the derivative's factor
  simp only [coeff_X_mul, coeff_X_mul_zero, map_zero, mul_zero, zero_mul, add_zero,
    coeff_derivative, Nat.factorial_succ]
  refine Finset.sum_congr rfl fun n _ => ?_
  push_cast
  ring

/-- The number states `z ^ n / √(n!)` are orthonormal in the Bargmann inner product. -/
theorem numberState_orthonormal (m n : ℕ) :
    bargmannInner (numberState m) (numberState n) = if m = n then 1 else 0 := by
  have hd : ∀ k : ℕ, (numberState k).natDegree ≤ k := fun k => natDegree_C_mul_X_pow_le _ k
  have hm := hd m
  have hn := hd n
  rw [bargmannInner_eq_sum _ _ (N := m + n + 1) (by omega) (by omega)]
  simp only [numberState, coeff_C_mul_X_pow]
  split_ifs with h
  · subst h
    have hs : ((√(m.factorial : ℝ) : ℝ) : ℂ) * ((√(m.factorial : ℝ) : ℝ) : ℂ) =
        (m.factorial : ℂ) := by
      exact_mod_cast Real.mul_self_sqrt (Nat.cast_nonneg (α := ℝ) m.factorial)
    have h0 : ((√(m.factorial : ℝ) : ℝ) : ℂ) ≠ 0 := by
      have hpos : (0 : ℝ) < m.factorial := by exact_mod_cast m.factorial_pos
      exact_mod_cast (Real.sqrt_pos.mpr hpos).ne'
    rw [Finset.sum_eq_single m (fun k _ hk => by simp [hk])
      (fun hk => absurd (Finset.mem_range.mpr (by omega)) hk)]
    simp only [↓reduceIte, map_inv₀, Complex.conj_ofReal]
    rw [← hs]
    field_simp
  · refine Finset.sum_eq_zero fun k _ => ?_
    by_cases hk : k = m
    · subst hk
      simp [h]
    · simp [hk]

end

end BargmannNorms
```

```lean
#print axioms BargmannNorms.creation_adjoint_annihilation
-- 'BargmannNorms.creation_adjoint_annihilation' depends on axioms: [propext, Classical.choice, Quot.sound]
#print axioms BargmannNorms.numberState_orthonormal
-- 'BargmannNorms.numberState_orthonormal' depends on axioms: [propext, Classical.choice, Quot.sound]
```

## From integrals to ladder operators in Lean

A state vector, not necessarily normalised, is a nonzero element of `ℂ[X]`, with `X` playing the role of $z$. `bargmannInner` is the iterated polar integral above, conjugate-linear in its first argument. Creation is `X * p`, annihilation is `derivative q`, and `numberState n` is the normalised $z^n/\sqrt{n!}$.

`bargmann_monomials` states the monomial result as a product of two separate integrals. It combines `angular_integral`, which evaluates the exponential at the endpoints, with `radial_integral`, which specialises Mathlib's Gamma-function integral.

`monomial_integrand` separates phase from radius, and `radial_integrable` justifies exchanging sum and radial integral. With these, `bargmannInner_eq_sum` proves the coefficient formula; its hypotheses `hp` and `hq` say that `N` lies above both degrees.

`creation_adjoint_annihilation` applies that formula to both sides, with cutoffs differing by one. `Finset.sum_range_succ'` splits off the vanishing constant term, and `Nat.factorial_succ` supplies the derivative's factor $n+1$. In `numberState_orthonormal`, a single term survives for equal labels and none for different ones.

## Polynomials, not the full oscillator space

The theorems hold for polynomials of every degree, including constants, but in each such state the number of quanta has an upper bound. A coherent state other than the vacuum, represented by a non-constant exponential in $z$, requires the completed space and a limit. Likewise, adjointness is proved as an identity between inner products of polynomials, without the domain questions of unbounded operators.

A matrix truncated at a fixed number of quanta is a different object again: multiplication by $z$ takes a polynomial of the highest retained degree out of the truncated space. Identifying the number states with the energy levels of an actual mode assumes, in addition, that the mode is harmonic.
